# Exact levels of two uncoupled spins 1/2 in crossed fields: a first-order model of the hydrogen n = 2 shell

Neglect electron spin and fine structure, and put a hydrogen atom in a magnetic field that alone shifts the $n=2$ levels by $\pm3,0,0$ in some energy unit, and add an electric field that alone shifts them by $\pm4,0,0$. If the fields are parallel, the shifts are $\pm3$ and $\pm4$. Reusing that list for perpendicular fields gives the wrong spectrum, because the two perturbations then no longer commute: the first-order shifts are $\pm5,0,0$. For any angle between the fields, the model below gives

$$E=\pm\tfrac12\|b+f\|\pm\tfrac12\|b-f\|,$$

with independent signs. Here $b$ and $f$ are real vectors proportional to the magnetic and electric fields, measured in energy units with $\hbar=1$.

The theorem on the spectrum carries no explicit hypothesis beyond the types of $b$ and $f$. Its physical assumptions sit in the definitions, and they are taken in turn here.

## Two spins 1/2 make up the shell

Without electron spin, the $n=2$ shell has four states. Within it, the orbital angular momentum $L$ and the suitably scaled Runge–Lenz vector $A$ can be written as $L=J_1+J_2$ and $A=J_1-J_2$, where $J_1$ and $J_2$ are commuting spins 1/2. The file takes this representation as its starting point and does not derive it from the Coulomb problem.

In Lean 4 with Mathlib:

```lean
import Mathlib

open Matrix Polynomial
open scoped Kronecker

namespace CrossedFieldsShellTwo

noncomputable section

/-- Real three-dimensional field vectors with the Euclidean length. -/
abbrev Vec := EuclideanSpace ℝ (Fin 3)

/-- Operators on the product space of two spins 1/2. -/
abbrev Op := Matrix (Fin 2 × Fin 2) (Fin 2 × Fin 2) ℂ
```

The type `Op` contains the complex 4 by 4 matrices, with rows and columns labelled by pairs of two-valued indices. The Cartesian components are numbered 0, 1, 2, and `S` lists half the Pauli matrices, $S_i=\sigma_i/2$, with $\sigma_2$ the diagonal one.

```lean
/-- The three Cartesian components of a spin 1/2, in units of ħ. -/
def S : Fin 3 → Matrix (Fin 2) (Fin 2) ℂ :=
  ![!![0, 1 / 2; 1 / 2, 0], !![0, -Complex.I / 2; Complex.I / 2, 0], !![1 / 2, 0; 0, -1 / 2]]

/-- The components of the first spin vector on the product space. -/
def J₁ (i : Fin 3) : Op := S i ⊗ₖ (1 : Matrix (Fin 2) (Fin 2) ℂ)

/-- The components of the second spin vector on the product space. -/
def J₂ (i : Fin 3) : Op := (1 : Matrix (Fin 2) (Fin 2) ℂ) ⊗ₖ S i
```

By hand, the value 1/2 enters when a single spin is diagonalised as a 2 by 2 matrix, and the proof uses it at the same point. Two spins 1 would give nine states, as in the $n=3$ shell, and the four-level list would not apply.

## The fields enter linearly and act within one shell

The Hamiltonian is $H=b\cdot(J_1+J_2)+f\cdot(J_1-J_2)$. In atomic units $b=B/2$ and $f=\pm3F$, for magnetic field $B$ and electric field $F$. The sign depends on the convention for $A$, and reversing it only exchanges $b+f$ with $b-f$. The common shell energy is subtracted.

```lean
/-- The crossed-field Hamiltonian `b·(J₁ + J₂) + f·(J₁ - J₂)`. -/
def hamiltonian (b f : Vec) : Op :=
  ∑ i, (b i : ℂ) • (J₁ i + J₂ i) + ∑ i, (f i : ℂ) • (J₁ i - J₂ i)

/-- The component `u·S` of a single spin 1/2 along a real vector `u`. -/
def spinAlong (u : Vec) : Matrix (Fin 2) (Fin 2) ℂ := ∑ i, (u i : ℂ) • S i

/-- The two signs, `+1` and `-1`. -/
def sgn : Fin 2 → ℝ := ![1, -1]

/-- The level `±‖b + f‖/2 ± ‖b - f‖/2` with the pair of signs chosen by `s`. -/
def level (b f : Vec) (s : Fin 2 × Fin 2) : ℝ :=
  sgn s.1 * ‖b + f‖ / 2 + sgn s.2 * ‖b - f‖ / 2
```

The function `level` assigns a real energy to each pair of signs: index 0 means $+1$ and index 1 means $-1$.

Linearity permits the first step by hand, which is to collect the coefficients of each spin:

$$H=\sum_i(b_i+f_i)J_{1,i}+\sum_i(b_i-f_i)J_{2,i}
=(b+f)\cdot J_1+(b-f)\cdot J_2.$$

Each spin therefore sees one effective field. Coupling to other shells, the diamagnetic term, fine structure and electron spin are all left out; including them would add terms that this regrouping does not handle.

## The two spins act on separate factors

The spins $J_1$ and $J_2$ are not the spins of two particles: both describe the orbital motion of the one electron. In the model they act on separate tensor factors, and the Hamiltonian has no term that couples them. The file first checks that `S` satisfies the angular momentum algebra, and then that every component of $J_1$ commutes with every component of $J_2$:

$$(S_i\otimes1)(1\otimes S_j)=S_i\otimes S_j=(1\otimes S_j)(S_i\otimes1).$$

```lean
/-- The spin components obey the angular momentum commutation relations. -/
theorem spin_commutators :
    S 0 * S 1 - S 1 * S 0 = Complex.I • S 2 ∧
    S 1 * S 2 - S 2 * S 1 = Complex.I • S 0 ∧
    S 2 * S 0 - S 0 * S 2 = Complex.I • S 1 := by
  refine ⟨?_, ?_, ?_⟩ <;> ext i j <;> fin_cases i <;> fin_cases j <;>
    simp [S, Complex.ext_iff] <;> norm_num

/-- Every component of the first spin commutes with every component of the second. -/
theorem spins_commute (i j : Fin 3) : J₁ i * J₂ j = J₂ j * J₁ i := by
  simp only [J₁, J₂, ← Matrix.mul_kronecker_mul, one_mul, mul_one]
```

The later proofs do not cite these two theorems. They use the tensor factors directly, beginning with the regrouped Hamiltonian. In its proof, `simp only` expands the sums and the Kronecker products, and `module` collects the coefficients.

```lean
/-- The first spin sees the field `b + f` and the second sees `b - f`. -/
theorem hamiltonian_split (b f : Vec) :
    hamiltonian b f = spinAlong (b + f) ⊗ₖ (1 : Matrix (Fin 2) (Fin 2) ℂ)
      + (1 : Matrix (Fin 2) (Fin 2) ℂ) ⊗ₖ spinAlong (b - f) := by
  simp only [hamiltonian, spinAlong, J₁, J₂, Fin.sum_univ_three, Matrix.add_kronecker,
    Matrix.kronecker_add, Matrix.smul_kronecker, Matrix.kronecker_smul, PiLp.add_apply,
    PiLp.sub_apply, Complex.ofReal_add, Complex.ofReal_sub]
  module
```

The separation pays off once each spin has been diagonalised. Suppose $PU=UD$ and $QV=VD'$, with $U,V$ unitary and $D,D'$ diagonal. Then

$$(P\otimes1+1\otimes Q)(U\otimes V)=UD\otimes V+U\otimes VD'
=(U\otimes V)(D\otimes1+1\otimes D').$$

The energies add, and the signs are independent. A coupling $J_1\cdot J_2$ would spoil this: at $b=f=0$ it alone gives the levels $1/4$ (three times) and $-3/4$, whereas the formula gives four zeros.

## The field components are real

Real components make $u\cdot S$ Hermitian, and `EuclideanSpace ℝ (Fin 3)` makes $\|u\|$ the ordinary length. Write $r=\|u\|$, so that $r^2=u_0^2+u_1^2+u_2^2$. Then

$$u\cdot S=\frac12\begin{pmatrix}u_2&u_0-iu_1\\u_0+iu_1&-u_2\end{pmatrix}.$$

```lean
/-- The matrix of `u·S` written out in Cartesian components. -/
theorem spinAlong_eq (u : Vec) :
    spinAlong u = !![(u 2 : ℂ) / 2, ((u 0 : ℂ) - Complex.I * (u 1 : ℂ)) / 2;
      ((u 0 : ℂ) + Complex.I * (u 1 : ℂ)) / 2, -(u 2 : ℂ) / 2] := by
  ext i j
  fin_cases i <;> fin_cases j <;> simp [spinAlong, S, Fin.sum_univ_three] <;> ring
```

To diagonalise this matrix when $r+u_2\ne0$, take

$$M=u\cdot\sigma+r\sigma_2=\begin{pmatrix}r+u_2&u_0-iu_1\\u_0+iu_1&-(r+u_2)\end{pmatrix}.$$

It is Hermitian, and $M^2=N\,1$ with $N=(r+u_2)^2+u_0^2+u_1^2>0$, so $U=M/\sqrt N$ is unitary. Since $(u\cdot\sigma)^2=r^2\,1$ and $\sigma_2^2=1$,

$$(u\cdot\sigma)M=r^2\,1+r(u\cdot\sigma)\sigma_2=M(r\sigma_2).$$

Dividing by $2\sqrt N$ gives $(u\cdot S)U=U(r\sigma_2/2)$, with diagonal entries $\pm r/2$.

If $r+u_2=0$, then $u_0^2+u_1^2=r^2-u_2^2=0$, so $u_0=u_1=0$ and $u\cdot S=-r\sigma_2/2$. The spin flip $\sigma_0$ now serves as $U$, because $-\sigma_2\sigma_0=\sigma_0\sigma_2$. This case includes $u=0$.

```lean
/-- A unitary change of basis brings `u·S` to diagonal form with entries `±‖u‖/2`. -/
theorem spinAlong_diagonalised (u : Vec) :
    ∃ U ∈ Matrix.unitaryGroup (Fin 2) ℂ,
      spinAlong u * U = U * diagonal (fun s => ((sgn s * ‖u‖ / 2 : ℝ) : ℂ)) := by
  have ext2 : ∀ {a b c d a' b' c' d' : ℂ}, a = a' → b = b' → c = c' → d = d' →
      !![a, b; c, d] = !![a', b'; c', d'] := by
    intro a b c d a' b' c' d' h1 h2 h3 h4
    rw [h1, h2, h3, h4]
  have hD : diagonal (fun s => ((sgn s * ‖u‖ / 2 : ℝ) : ℂ))
      = !![(‖u‖ : ℂ) / 2, 0; 0, -(‖u‖ : ℂ) / 2] := by
    ext i j
    fin_cases i <;> fin_cases j <;> simp [sgn]
  have hr : ‖u‖ ^ 2 = u 0 ^ 2 + u 1 ^ 2 + u 2 ^ 2 := by
    rw [EuclideanSpace.norm_sq_eq, Fin.sum_univ_three]
    simp only [Real.norm_eq_abs, sq_abs]
  rw [spinAlong_eq, hD]
  generalize ‖u‖ = r at hr ⊢
  generalize u 0 = x at hr ⊢
  generalize u 1 = y at hr ⊢
  generalize u 2 = z at hr ⊢
  by_cases h : r + z = 0
  · -- the field is zero or points along the negative z axis: flip the spin
    have hxy : x ^ 2 + y ^ 2 = 0 := by linear_combination (r - z) * h - hr
    have hx : x = 0 :=
      (pow_eq_zero_iff two_ne_zero).mp (by linarith [sq_nonneg x, sq_nonneg y])
    have hy : y = 0 :=
      (pow_eq_zero_iff two_ne_zero).mp (by linarith [sq_nonneg x, sq_nonneg y])
    have hz : (r : ℂ) + (z : ℂ) = 0 := by exact_mod_cast h
    refine ⟨!![0, 1; 1, 0], ?_, ?_⟩
    · rw [Matrix.mem_unitaryGroup_iff]
      ext i j
      fin_cases i <;> fin_cases j <;> simp [Matrix.mul_apply, Fin.sum_univ_two]
    · rw [hx, hy, Matrix.mul_fin_two, Matrix.mul_fin_two, Complex.ofReal_zero]
      refine ext2 ?_ ?_ ?_ ?_
      · ring
      · linear_combination hz / 2
      · linear_combination -hz / 2
      · ring
  · -- otherwise normalise the matrix u·σ + ‖u‖ σ_z
    have hM : 0 < (r + z) ^ 2 + x ^ 2 + y ^ 2 := by positivity
    obtain ⟨c, hc⟩ : ∃ c : ℝ, c ^ 2 * ((r + z) ^ 2 + x ^ 2 + y ^ 2) = 1 := by
      refine ⟨(Real.sqrt ((r + z) ^ 2 + x ^ 2 + y ^ 2))⁻¹, ?_⟩
      rw [inv_pow, Real.sq_sqrt hM.le, inv_mul_cancel₀ hM.ne']
    have hcC : (c : ℂ) ^ 2 * (((r : ℂ) + z) ^ 2 + (x : ℂ) ^ 2 + (y : ℂ) ^ 2) = 1 := by
      exact_mod_cast hc
    have hrC : (r : ℂ) ^ 2 = (x : ℂ) ^ 2 + (y : ℂ) ^ 2 + (z : ℂ) ^ 2 := by
      exact_mod_cast hr
    refine ⟨!![(c : ℂ) * (r + z), c * (x - Complex.I * y);
      c * (x + Complex.I * y), -(c * (r + z))], ?_, ?_⟩
    · have hstar : star !![(c : ℂ) * (r + z), c * (x - Complex.I * y);
          c * (x + Complex.I * y), -(c * (r + z))]
          = !![(c : ℂ) * (r + z), c * (x - Complex.I * y);
          c * (x + Complex.I * y), -(c * (r + z))] := by
        ext i j
        fin_cases i <;> fin_cases j <;> simp [Matrix.star_apply, sub_eq_add_neg]
      rw [Matrix.mem_unitaryGroup_iff, hstar, Matrix.mul_fin_two, Matrix.one_fin_two]
      refine ext2 ?_ ?_ ?_ ?_
      · linear_combination hcC - (c : ℂ) ^ 2 * (y : ℂ) ^ 2 * Complex.I_sq
      · ring
      · ring
      · linear_combination hcC - (c : ℂ) ^ 2 * (y : ℂ) ^ 2 * Complex.I_sq
    · rw [Matrix.mul_fin_two, Matrix.mul_fin_two]
      refine ext2 ?_ ?_ ?_ ?_
      · linear_combination -(c : ℂ) / 2 * hrC - (c : ℂ) / 2 * (y : ℂ) ^ 2 * Complex.I_sq
      · ring
      · ring
      · linear_combination -(c : ℂ) / 2 * hrC - (c : ℂ) / 2 * (y : ℂ) ^ 2 * Complex.I_sq
```

The proof renames the length and the three components `r`, `x`, `y`, `z`, and splits on `r + z = 0`. The equation `hr` is the Euclidean length formula. In the first branch it forces `x` and `y` to vanish, which needs them to be real: a sum of real squares is zero only if each term is. In the second branch `c` is $1/\sqrt N$, and `linear_combination` checks the matrix entries from the normalisation, the length formula and $i^2=-1$.

For complex components the statement fails. With $u=(1,i,0)$, the matrix $u\cdot S$ has a single nonzero entry, 1 in the upper right corner. It squares to zero and cannot be diagonalised.

## The four levels and their multiplicities

Applying the one-spin result to $u=b+f$ and $u=b-f$ and taking the Kronecker product of the two unitaries gives the spectrum.

```lean
/-- A unitary change of basis brings the crossed-field Hamiltonian to diagonal form with
entries `±‖b + f‖/2 ± ‖b - f‖/2`, the signs being independent. -/
theorem hamiltonian_diagonalised (b f : Vec) :
    ∃ W ∈ Matrix.unitaryGroup (Fin 2 × Fin 2) ℂ,
      hamiltonian b f * W = W * diagonal (fun s => (level b f s : ℂ)) := by
  obtain ⟨U, hU, hUd⟩ := spinAlong_diagonalised (b + f)
  obtain ⟨V, hV, hVd⟩ := spinAlong_diagonalised (b - f)
  rw [Matrix.mem_unitaryGroup_iff, Matrix.star_eq_conjTranspose] at hU hV
  refine ⟨U ⊗ₖ V, ?_, ?_⟩
  · rw [Matrix.mem_unitaryGroup_iff, Matrix.star_eq_conjTranspose,
      Matrix.conjTranspose_kronecker, ← Matrix.mul_kronecker_mul, hU, hV,
      Matrix.one_kronecker_one]
  · -- the diagonal matrix of levels is a sum of one-spin contributions
    have hD : diagonal (fun s => (level b f s : ℂ))
        = diagonal (fun s => ((sgn s * ‖b + f‖ / 2 : ℝ) : ℂ))
            ⊗ₖ (1 : Matrix (Fin 2) (Fin 2) ℂ)
          + (1 : Matrix (Fin 2) (Fin 2) ℂ)
            ⊗ₖ diagonal (fun s => ((sgn s * ‖b - f‖ / 2 : ℝ) : ℂ)) := by
      ext ⟨i, j⟩ ⟨k, l⟩
      by_cases h1 : i = k <;> by_cases h2 : j = l <;>
        simp [level, h1, h2]
    rw [hD, hamiltonian_split, add_mul, mul_add]
    simp only [← Matrix.mul_kronecker_mul, one_mul, mul_one, hUd, hVd]
```

In words: for all real $b$ and $f$ there is a unitary $W$ with $HW=WD$, where $D$ carries the four values of `level` on its diagonal. The columns of $W$ are normalised eigenvectors. Inside the proof, `hD` splits $D$ into its one-spin parts, and `Matrix.mul_kronecker_mul` supplies the product rule used above.

Since $H=WDW^\dagger$, the characteristic polynomial follows from similarity:

$$\det(X-H)=\det(X-D)=\prod_s(X-E_s),$$

where $s$ runs over the four sign pairs. Coinciding levels are thus counted with their multiplicity.

```lean
/-- The characteristic polynomial of the crossed-field Hamiltonian is the product of
`X - E` over the levels `E` of the four sign choices. -/
theorem hamiltonian_charpoly (b f : Vec) :
    (hamiltonian b f).charpoly = ∏ s, (X - C (level b f s : ℂ)) := by
  obtain ⟨W, hW, hd⟩ := hamiltonian_diagonalised b f
  have h1 : W * star W = 1 := Matrix.mem_unitaryGroup_iff.mp hW
  have h2 : star W * W = 1 := mul_eq_one_comm.mp h1
  have hH : hamiltonian b f = W * diagonal (fun s => (level b f s : ℂ)) * star W := by
    rw [← hd, mul_assoc, h1, mul_one]
  have hc : charmatrix (diagonal (fun s => (level b f s : ℂ)))
      = diagonal (fun s => X - C (level b f s : ℂ)) := by
    refine Matrix.ext fun i j => ?_
    by_cases h : i = j
    · subst h
      simp
    · simp [h]
  rw [hH, Matrix.charpoly_mul_comm, ← mul_assoc, h2, one_mul, Matrix.charpoly, hc,
    Matrix.det_diagonal]
```

The proof moves $W$ around cyclically with `Matrix.charpoly_mul_comm`, cancels it against its adjoint, and evaluates a diagonal determinant. Within this four-state, first-order model, the formula gives an exact reference for testing a numerical diagonalisation at any field angle.

The same argument gives a neighbouring result for $K$ uncoupled spins 1/2, each in its own real field $u_k$. Repeating the Kronecker step yields $2^K$ levels $\sum_k\pm\|u_k\|/2$ with independent signs, an extension that the file does not state.

## The fields are orthogonal

Orthogonality is the one condition that appears as an explicit hypothesis, and only in the final theorem. Physically, the electric and magnetic fields are perpendicular, or at least one of them vanishes. By hand it enters through

$$\|b\pm f\|^2=\|b\|^2+\|f\|^2\pm2\,b\cdot f.$$

The two levels with opposite signs differ by $\|b+f\|-\|b-f\|$. They coincide exactly when the two lengths agree; as lengths are nonnegative, this means that their squares agree, so that $4\,b\cdot f=0$.

```lean
/-- The two levels with opposite signs coincide exactly when `b` and `f` are orthogonal. -/
theorem middle_levels_eq_iff (b f : Vec) :
    level b f (0, 1) = level b f (1, 0) ↔ inner ℝ b f = 0 := by
  have hp := norm_add_sq_real b f
  have hm := norm_sub_sq_real b f
  simp only [level, sgn, Matrix.cons_val_zero, Matrix.cons_val_one]
  constructor
  · intro h
    have he : ‖b + f‖ = ‖b - f‖ := by linarith
    rw [he] at hp
    linarith
  · intro h
    have he : ‖b + f‖ = ‖b - f‖ :=
      (sq_eq_sq₀ (norm_nonneg _) (norm_nonneg _)).mp (by rw [hp, hm, h]; ring)
    rw [he]
    ring
```

The indices `(0, 1)` and `(1, 0)` select these two levels. One direction of the proof substitutes equal lengths into the expanded squares; the other recovers equal lengths from equal squares with `sq_eq_sq₀`. Without orthogonality the two levels are therefore always split.

When $b\cdot f=0$, both lengths equal $\sqrt{\|b\|^2+\|f\|^2}$, and

$$E_s=\frac{\epsilon_1+\epsilon_2}{2}\sqrt{\|b\|^2+\|f\|^2},$$

where $\epsilon_1,\epsilon_2=\pm1$ are the two signs selected by $s$. Equal signs give the outer levels, and opposite signs give zero twice. Strengths 3 and 4 give the shifts $\pm5,0,0$ of the opening example.

```lean
/-- For orthogonal `b` and `f` each level is `√(‖b‖² + ‖f‖²)` times half the sum of its
two signs. -/
theorem level_of_orthogonal (b f : Vec) (h : inner ℝ b f = 0) (s : Fin 2 × Fin 2) :
    level b f s = (sgn s.1 + sgn s.2) / 2 * Real.sqrt (‖b‖ ^ 2 + ‖f‖ ^ 2) := by
  have hp : ‖b + f‖ = Real.sqrt (‖b‖ ^ 2 + ‖f‖ ^ 2) := by
    rw [← Real.sqrt_sq (norm_nonneg (b + f)), norm_add_sq_real, h, mul_zero, add_zero]
  have hm : ‖b - f‖ = Real.sqrt (‖b‖ ^ 2 + ‖f‖ ^ 2) := by
    rw [← Real.sqrt_sq (norm_nonneg (b - f)), norm_sub_sq_real, h, mul_zero, sub_zero]
  rw [level, hp, hm]
  ring

end

end CrossedFieldsShellTwo
```

The hypothesis `h` removes the inner product from both expanded squares, and `ring` then collects the signs.

```lean
#print axioms CrossedFieldsShellTwo.spins_commute
-- 'CrossedFieldsShellTwo.spins_commute' depends on axioms: [propext, Classical.choice, Quot.sound]
#print axioms CrossedFieldsShellTwo.hamiltonian_charpoly
-- 'CrossedFieldsShellTwo.hamiltonian_charpoly' depends on axioms: [propext, Classical.choice, Quot.sound]
#print axioms CrossedFieldsShellTwo.middle_levels_eq_iff
-- 'CrossedFieldsShellTwo.middle_levels_eq_iff' depends on axioms: [propext, Classical.choice, Quot.sound]
#print axioms CrossedFieldsShellTwo.level_of_orthogonal
-- 'CrossedFieldsShellTwo.level_of_orthogonal' depends on axioms: [propext, Classical.choice, Quot.sound]
```
